# For a blackbody source, exactly one band gap maximises the ultimate solar-cell efficiency

Let a source have photon spectrum $e^{-t}$ at energy $t$, and let a cell take energy $x$ from each photon above its gap $x$. There are $e^{-x}$ such photons, so the power is $xe^{-x}$. Raising the gap by $dx$ gains $e^{-x}dx$ from photons still absorbed and loses $xe^{-x}dx$ from photons no longer absorbed. Gain exceeds loss below $x=1$ and falls short above it, so $x=1$ is the only maximum. The blackbody case follows the same sign argument, with bounds in place of an elementary tail integral.

## The cell in dimensionless form

```lean
import Mathlib

open MeasureTheory Filter Set Topology

namespace UltimateSolarEfficiency

noncomputable section
```

Mathlib supplies the calculus and integration. Below, `Ioi x` is the half-line $(x,\infty)$.

```lean
/-- Blackbody photon spectrum at photon energy `t`, in units of the source thermal energy. -/
def planck (t : ℝ) : ℝ := t ^ 2 / (Real.exp t - 1)
```

The spectrum is $n(t)=t^2/(e^t-1)$, with $t$ a real number: photon energy divided by $k_BT_s$, where $T_s$ is the source temperature. Constant prefactors are omitted; they cancel in the efficiency.

```lean
/-- Photon flux above the gap `x`. -/
def flux (x : ℝ) : ℝ := ∫ t in Ioi x, planck t
```

The absorbed flux is $I(x)=\int_x^\infty n(t)\,dt$. Every photon above the gap is absorbed, and none below.

```lean
/-- Power delivered when every photon above the gap `x` yields the energy `x`. -/
def gapPower (x : ℝ) : ℝ := x * flux x
```

The power is $W(x)=xI(x)$. Each carrier pair relaxes to the band edges and delivers exactly the gap energy. Recombination and voltage losses are ignored, so this is not the Shockley–Queisser limit.

```lean
/-- Flux above the gap minus the loss `x³/(exp x - 1)` from photons at the gap. -/
def marginalPower (x : ℝ) : ℝ := flux x - x ^ 3 / (Real.exp x - 1)
```

This is gain minus loss, $M(x)=I(x)-x^3/(e^x-1)$.

```lean
/-- Total power radiated by the source. -/
def solarPower : ℝ := ∫ t in Ioi (0 : ℝ), t * planck t
```

The total power is $P=\int_0^\infty t\,n(t)\,dt$. In the model all the radiation counted here falls on the cell, so $P$ is also the incident power.

```lean
/-- Ultimate efficiency: delivered power over total radiated power. -/
def efficiency (x : ℝ) : ℝ := gapPower x / solarPower
```

The ultimate efficiency is $W(x)/P$.

## Bounds from the Wien spectrum

```lean
/-- The Wien spectrum `t² exp(-t)` has a finite photon flux above any gap, in closed form. -/
theorem wien_flux (x : ℝ) :
    IntegrableOn (fun t : ℝ => t ^ 2 * Real.exp (-t)) (Ioi x) ∧
      ∫ t in Ioi x, t ^ 2 * Real.exp (-t) = (x ^ 2 + 2 * x + 2) * Real.exp (-x) := by
  have hd : ∀ t ∈ Ici x, HasDerivAt (fun t : ℝ => -((t ^ 2 + 2 * t + 2) * Real.exp (-t)))
      (t ^ 2 * Real.exp (-t)) t := by
    intro t _
    have h1 : HasDerivAt (fun t : ℝ => t ^ 2 + 2 * t + 2) (2 * t + 2) t :=
      (((hasDerivAt_pow 2 t).fun_add ((hasDerivAt_id' t).const_mul 2)).add_const
        (2 : ℝ)).congr_deriv (by norm_num)
    have h2 : HasDerivAt (fun t : ℝ => Real.exp (-t)) (-Real.exp (-t)) t :=
      ((hasDerivAt_id' t).fun_neg.exp).congr_deriv (by ring)
    exact (h1.fun_mul h2).fun_neg.congr_deriv (by ring)
  have hl : Tendsto (fun t : ℝ => -((t ^ 2 + 2 * t + 2) * Real.exp (-t))) atTop (𝓝 0) := by
    have h := (((Real.tendsto_pow_mul_exp_neg_atTop_nhds_zero 2).add
      ((Real.tendsto_pow_mul_exp_neg_atTop_nhds_zero 1).const_mul 2)).add
      ((Real.tendsto_pow_mul_exp_neg_atTop_nhds_zero 0).const_mul 2)).neg
    simp only [mul_zero, add_zero, neg_zero] at h
    exact h.congr fun t => by ring
  have hp : ∀ t ∈ Ioi x, 0 ≤ t ^ 2 * Real.exp (-t) := fun t _ => by positivity
  refine ⟨integrableOn_Ioi_deriv_of_nonneg' hd hp hl, ?_⟩
  rw [integral_Ioi_of_hasDerivAt_of_nonneg' hd hp hl]
  ring
```

The theorem gives integrability and the value of the integral. By hand,
$$\frac{d}{dt}\left[-(t^2+2t+2)e^{-t}\right]=t^2e^{-t},$$
and the bracket vanishes at infinity. In the proof, `hd` is the derivative and `hl` the limit.

```lean
/-- Above a gap `x` the Planck spectrum lies between the Wien spectrum and a fixed multiple
of it. -/
theorem planck_bounds {x t : ℝ} (hx : 0 < x) (ht : x ≤ t) :
    t ^ 2 * Real.exp (-t) ≤ planck t ∧
      planck t ≤ Real.exp x / (Real.exp x - 1) * (t ^ 2 * Real.exp (-t)) := by
  have hx1 : 0 < Real.exp x - 1 := by linarith [Real.add_one_lt_exp hx.ne']
  have hm : Real.exp x ≤ Real.exp t := Real.exp_le_exp.2 ht
  have ht1 : 0 < Real.exp t - 1 := by linarith
  have hne := hx1.ne'
  unfold planck
  rw [Real.exp_neg]
  constructor
  · rw [← div_eq_mul_inv, div_le_div_iff₀ (Real.exp_pos t) ht1]
    nlinarith [sq_nonneg t]
  · have e : Real.exp x / (Real.exp x - 1) * (t ^ 2 * (Real.exp t)⁻¹)
        = t ^ 2 * Real.exp x / ((Real.exp x - 1) * Real.exp t) := by field_simp
    rw [e, div_le_div_iff₀ ht1 (mul_pos hx1 (Real.exp_pos t))]
    nlinarith [mul_nonneg (sq_nonneg t) (sub_nonneg.2 hm)]
```

Write $n(t)=t^2e^{-t}/(1-e^{-t})$. For $t\ge x>0$,
$$1\le\frac1{1-e^{-t}}\le\frac1{1-e^{-x}}=\frac{e^x}{e^x-1}.$$
Lean clears the denominators and leaves the inequalities to `nlinarith`.

```lean
/-- The Planck photon spectrum is integrable above every positive gap. -/
theorem planck_integrable {x : ℝ} (hx : 0 < x) : IntegrableOn planck (Ioi x) := by
  have hm : Measurable planck :=
    (measurable_id.pow_const 2).div (Real.measurable_exp.sub_const 1)
  refine Integrable.mono' (Integrable.const_mul (wien_flux x).1
    (Real.exp x / (Real.exp x - 1))) hm.aestronglyMeasurable ?_
  filter_upwards [ae_restrict_mem measurableSet_Ioi] with t ht
  have hb := planck_bounds hx (le_of_lt ht)
  rw [Real.norm_of_nonneg (le_trans (by positivity) hb.1)]
  exact hb.2
```

The upper bound makes $n$ integrable above any positive gap. This needs proof because Lean assigns the value 0 to a divergent integral.

```lean
/-- Elementary lower and upper bounds on the photon flux above the gap. -/
theorem flux_bounds {x : ℝ} (hx : 0 < x) :
    (x ^ 2 + 2 * x + 2) * Real.exp (-x) ≤ flux x ∧
      flux x ≤ (x ^ 2 + 2 * x + 2) / (Real.exp x - 1) := by
  have hx1 : Real.exp x - 1 ≠ 0 := by
    have := Real.add_one_lt_exp hx.ne'
    exact ne_of_gt (by linarith)
  constructor
  · rw [← (wien_flux x).2]
    exact setIntegral_mono_on (wien_flux x).1 (planck_integrable hx) measurableSet_Ioi
      fun t ht => (planck_bounds hx (le_of_lt ht)).1
  · have h := setIntegral_mono_on (planck_integrable hx)
      (Integrable.const_mul (wien_flux x).1 (Real.exp x / (Real.exp x - 1)))
      measurableSet_Ioi fun t ht => (planck_bounds hx (le_of_lt ht)).2
    rw [integral_const_mul, (wien_flux x).2] at h
    refine h.trans (le_of_eq ?_)
    rw [Real.exp_neg]
    field_simp
```

Integrating both bounds over $t>x$ gives
$$(x^2+2x+2)e^{-x}\le I(x)\le\frac{x^2+2x+2}{e^x-1}.$$

## Gain against loss

```lean
/-- Raising the gap removes photons at the rate given by the spectrum at the gap. -/
theorem hasDerivAt_flux {x : ℝ} (hx : 0 < x) : HasDerivAt flux (-planck x) x := by
  have ha : 0 < x / 2 := half_pos hx
  have hne : Real.exp x - 1 ≠ 0 := by
    have := Real.add_one_lt_exp hx.ne'
    exact ne_of_gt (by linarith)
  have hm : Measurable planck :=
    (measurable_id.pow_const 2).div (Real.measurable_exp.sub_const 1)
  have hc : ContinuousAt planck x :=
    (continuousAt_id.pow 2).div (Real.continuous_exp.continuousAt.sub continuousAt_const) hne
  have hi : IntervalIntegrable planck volume (x / 2) x :=
    (intervalIntegrable_iff_integrableOn_Ioc_of_le (half_lt_self hx).le).2
      ((planck_integrable ha).mono_set Ioc_subset_Ioi_self)
  have hI := intervalIntegral.integral_hasDerivAt_right hi
    ⟨univ, univ_mem, hm.aestronglyMeasurable⟩ hc
  refine (hI.const_sub (flux (x / 2))).congr_of_eventuallyEq ?_
  -- split the tail integral at the gap
  filter_upwards [Ioi_mem_nhds (half_lt_self hx)] with y hy
  have hxy : x / 2 < y := hy
  have h := setIntegral_union
    (disjoint_left.2 fun t (ht : t ∈ Ioc (x / 2) y) (ht' : t ∈ Ioi y) =>
      not_lt_of_ge ht.2 ht') measurableSet_Ioi
    ((planck_integrable ha).mono_set Ioc_subset_Ioi_self) (planck_integrable (ha.trans hxy))
  rw [Ioc_union_Ioi_eq_Ioi hxy.le] at h
  rw [intervalIntegral.integral_of_le hxy.le]
  unfold flux
  linarith
```

`HasDerivAt flux (-planck x) x` says $I'(x)=-n(x)$. For $y$ near $x$, split the tail as $I(y)=I(x/2)-\int_{x/2}^y n(t)\,dt$ and apply the fundamental theorem of calculus.

```lean
/-- The derivative of the delivered power with respect to the gap is the marginal power. -/
theorem hasDerivAt_gapPower {x : ℝ} (hx : 0 < x) :
    HasDerivAt gapPower (marginalPower x) x :=
  ((hasDerivAt_id' x).fun_mul (hasDerivAt_flux hx)).congr_deriv
    (by unfold marginalPower planck; ring)
```

The product rule gives $W'(x)=I(x)-x\,n(x)=M(x)$.

```lean
/-- The marginal power is strictly decreasing for gaps up to three thermal energies. -/
theorem marginalPower_strictAntiOn : StrictAntiOn marginalPower (Ioc 0 3) := by
  have hpos : ∀ x : ℝ, 0 < x → 0 < Real.exp x - 1 := fun x hx => by
    linarith [Real.add_one_lt_exp hx.ne']
  have hd : ∀ x : ℝ, 0 < x → HasDerivAt marginalPower
      (-(x ^ 2 * ((4 - x) * Real.exp x - 4) / (Real.exp x - 1) ^ 2)) x := by
    intro x hx
    have hne := (hpos x hx).ne'
    have p : HasDerivAt (fun x : ℝ => x ^ 3) (3 * x ^ 2) x :=
      (hasDerivAt_pow 3 x).congr_deriv (by norm_num)
    refine ((hasDerivAt_flux hx).fun_sub
      (p.fun_div ((Real.hasDerivAt_exp x).sub_const 1) hne)).congr_deriv ?_
    unfold planck
    field_simp
    ring
  refine strictAntiOn_of_deriv_neg (convex_Ioc 0 3)
    (fun x hx => (hd x hx.1).continuousAt.continuousWithinAt) ?_
  intro x hx
  rw [interior_Ioc] at hx
  obtain ⟨h0, h3⟩ := hx
  rw [(hd x h0).deriv]
  -- the sign is decided by (4 - x) exp x > 4
  have hq := mul_le_mul_of_nonneg_left (Real.quadratic_le_exp_of_nonneg h0.le)
    (show 0 ≤ 4 - x by linarith)
  have hr : 0 < x * (3 + x - x ^ 2 / 2) := mul_pos h0 (by nlinarith)
  have key : 0 < (4 - x) * Real.exp x - 4 := by nlinarith
  exact neg_neg_of_pos (div_pos (mul_pos (pow_pos h0 2) key) (pow_pos (hpos x h0) 2))
```

$M$ is strictly decreasing on $(0,3]$. Differentiating,
$$M'(x)=-\frac{x^2}{e^x-1}-\frac{3x^2(e^x-1)-x^3e^x}{(e^x-1)^2}=-\frac{x^2[(4-x)e^x-4]}{(e^x-1)^2}.$$
Since $e^x\ge1+x+x^2/2$, the square bracket is at least $x(3+x-x^2/2)$, which is positive for $0<x<3$. This is `key` in the proof; continuity covers the endpoint.

```lean
/-- The delivered power has a unique global maximiser among positive gaps. It lies between two
and three thermal energies and is the only positive solution of the balance equation
`flux x = x³/(exp x - 1)`. -/
theorem optimal_gap : ∃ m : ℝ, 2 < m ∧ m < 3 ∧ ∀ x : ℝ, 0 < x →
    ((flux x = x ^ 3 / (Real.exp x - 1) ↔ x = m) ∧ (x ≠ m → gapPower x < gapPower m)) := by
  have h2 : 0 < marginalPower 2 := by
    have e : Real.exp 2 = Real.exp 1 * Real.exp 1 := by rw [← Real.exp_add]; norm_num
    have e5 : 5 < Real.exp 2 := by nlinarith [Real.exp_one_gt_d9]
    have hb := (flux_bounds (x := 2) (by norm_num)).1
    have hc : (2 : ℝ) ^ 3 / (Real.exp 2 - 1) < (2 ^ 2 + 2 * 2 + 2) * Real.exp (-2) := by
      rw [Real.exp_neg, ← div_eq_mul_inv, div_lt_div_iff₀ (by linarith) (Real.exp_pos 2)]
      linarith
    unfold marginalPower
    linarith
  have h3 : ∀ x : ℝ, 3 ≤ x → marginalPower x < 0 := by
    intro x hx
    have h0 : 0 < x := by linarith
    have hx1 : 0 < Real.exp x - 1 := by linarith [Real.add_one_lt_exp h0.ne']
    have hp : x ^ 2 + 2 * x + 2 < x ^ 3 := by
      nlinarith [mul_nonneg (sub_nonneg.2 hx) (sq_nonneg x),
        mul_nonneg (sub_nonneg.2 hx) h0.le]
    have hb := (flux_bounds h0).2
    have hc := div_lt_div_of_pos_right hp hx1
    unfold marginalPower
    linarith
  have hanti := marginalPower_strictAntiOn
  have hcont : ContinuousOn marginalPower (Icc 2 3) := by
    intro x hx
    have h0 : 0 < x := by linarith [hx.1]
    have hne : Real.exp x - 1 ≠ 0 := by
      have := Real.add_one_lt_exp h0.ne'
      exact ne_of_gt (by linarith)
    exact ((hasDerivAt_flux h0).continuousAt.sub ((continuousAt_id.pow 3).div
      (Real.continuous_exp.continuousAt.sub continuousAt_const) hne)).continuousWithinAt
  obtain ⟨m, hm, hm0⟩ := intermediate_value_Icc' (by norm_num : (2 : ℝ) ≤ 3) hcont
    ⟨(h3 3 le_rfl).le, h2.le⟩
  have hm2 : 2 < m := lt_of_le_of_ne hm.1 fun h => by rw [← h] at hm0; linarith
  have hm3 : m < 3 := lt_of_not_ge fun h => by linarith [h3 m h]
  have hmp : 0 < m := by linarith
  -- the marginal power is positive below m and negative above m
  have hlo : ∀ x, 0 < x → x < m → 0 < marginalPower x := fun x hx hxm => by
    have := hanti ⟨hx, by linarith⟩ ⟨hmp, hm3.le⟩ hxm
    linarith
  have hhi : ∀ x, m < x → marginalPower x < 0 := fun x hxm => by
    rcases le_total x 3 with h | h
    · have := hanti ⟨hmp, hm3.le⟩ ⟨by linarith, h⟩ hxm
      linarith
    · exact h3 x h
  have hinc : StrictMonoOn gapPower (Ioc 0 m) := by
    refine strictMonoOn_of_deriv_pos (convex_Ioc 0 m)
      (fun x hx => (hasDerivAt_gapPower hx.1).continuousAt.continuousWithinAt) ?_
    intro x hx
    rw [interior_Ioc] at hx
    rw [(hasDerivAt_gapPower hx.1).deriv]
    exact hlo x hx.1 hx.2
  have hdec : StrictAntiOn gapPower (Ici m) := by
    refine strictAntiOn_of_deriv_neg (convex_Ici m) (fun x hx =>
      (hasDerivAt_gapPower (lt_of_lt_of_le hmp hx)).continuousAt.continuousWithinAt) ?_
    intro x hx
    rw [interior_Ici] at hx
    rw [(hasDerivAt_gapPower (hmp.trans hx)).deriv]
    exact hhi x hx
  refine ⟨m, hm2, hm3, fun x hx => ⟨⟨fun h => ?_, fun h => ?_⟩, fun h => ?_⟩⟩
  · have hz : marginalPower x = 0 := sub_eq_zero.2 h
    rcases lt_trichotomy x m with h' | h' | h'
    · linarith [hlo x hx h']
    · exact h'
    · linarith [hhi x h']
  · rw [h]
    exact sub_eq_zero.1 hm0
  · rcases lt_or_gt_of_ne h with h' | h'
    · exact hinc ⟨hx, h'.le⟩ ⟨hmp, le_rfl⟩ h'
    · exact hdec (mem_Ici.2 le_rfl) (mem_Ici.2 (le_of_lt h')) h'
```

There is an $m$ with $2<m<3$ such that, for every $x>0$, the balance equation holds exactly when $x=m$, and $W(x)<W(m)$ whenever $x\ne m$.

At $x=2$ the lower flux bound gives $M(2)>0$, provided $10e^{-2}>8/(e^2-1)$, that is, $e^2>5$. For $x\ge3$,
$$x^3\ge3x^2\ge x^2+6x>x^2+2x+2,$$
so the upper bound gives $M(x)<0$. The intermediate value theorem supplies a zero $m$. Since $M$ is strictly decreasing on $(0,3]$, it is positive below $m$ (`hlo`) and negative between $m$ and 3; with the bound for $x\ge3$, $M<0$ everywhere above $m$ (`hhi`). Hence $m$ is the only zero, and $W$ rises up to $m$ (`hinc`) and falls after it (`hdec`).

## From power to efficiency

```lean
/-- The total radiated power is positive, and the delivered power is positive and never
exceeds it. -/
theorem power_bounds {x : ℝ} (hx : 0 < x) :
    0 < solarPower ∧ 0 < gapPower x ∧ gapPower x ≤ solarPower := by
  have hn : ∀ t : ℝ, 0 < t → 0 ≤ planck t := fun t ht =>
    le_trans (by positivity) (planck_bounds ht le_rfl).1
  have hm : Measurable planck :=
    (measurable_id.pow_const 2).div (Real.measurable_exp.sub_const 1)
  have hg : IntegrableOn (fun t : ℝ => t ^ 3 * Real.exp (-t)) (Ioi 0) := by
    refine (Real.GammaIntegral_convergent (s := 4) (by norm_num)).congr_fun
      (fun t _ => ?_) measurableSet_Ioi
    show Real.exp (-t) * t ^ ((4 : ℝ) - 1) = t ^ 3 * Real.exp (-t)
    rw [show (4 : ℝ) - 1 = ((3 : ℕ) : ℝ) by norm_num, Real.rpow_natCast, mul_comm]
  -- the energy spectrum is dominated by (t² + t³) exp(-t)
  have hi : IntegrableOn (fun t : ℝ => t * planck t) (Ioi 0) := by
    refine Integrable.mono' (Integrable.add (wien_flux 0).1 hg)
      (measurable_id.mul hm).aestronglyMeasurable ?_
    filter_upwards [ae_restrict_mem measurableSet_Ioi] with t ht
    have h0 : 0 < t := ht
    have h1 := Real.add_one_lt_exp h0.ne'
    rw [Real.norm_of_nonneg (mul_nonneg h0.le (hn t h0))]
    show t * (t ^ 2 / (Real.exp t - 1)) ≤ t ^ 2 * Real.exp (-t) + t ^ 3 * Real.exp (-t)
    rw [← add_mul, Real.exp_neg, ← div_eq_mul_inv, ← mul_div_assoc,
      div_le_div_iff₀ (by linarith) (Real.exp_pos t)]
    nlinarith [mul_nonneg (sq_nonneg t) (sub_nonneg.2 h1.le)]
  have hpos : 0 < gapPower x :=
    mul_pos hx (lt_of_lt_of_le (by positivity) (flux_bounds hx).1)
  have hle : gapPower x ≤ solarPower := by
    unfold gapPower flux solarPower
    rw [← integral_const_mul]
    refine (setIntegral_mono_on (Integrable.const_mul (planck_integrable hx) x)
      (hi.mono_set (Ioi_subset_Ioi hx.le)) measurableSet_Ioi fun t ht =>
        mul_le_mul_of_nonneg_right (le_of_lt ht) (hn t (hx.trans ht))).trans ?_
    refine setIntegral_mono_set hi ?_ (Ioi_subset_Ioi hx.le).eventuallyLE
    filter_upwards [ae_restrict_mem measurableSet_Ioi] with t ht
    exact mul_nonneg (le_of_lt ht) (hn t ht)
  exact ⟨hpos.trans_le hle, hpos, hle⟩
```

From $1+t\le e^t$ follows $t\,n(t)\le(t^2+t^3)e^{-t}$, so $P$ is finite. The lower flux bound gives $W(x)>0$, and
$$W(x)=\int_x^\infty x\,n(t)\,dt\le\int_x^\infty t\,n(t)\,dt\le P.$$
The efficiency is therefore positive and at most 1. It never reaches 1, because photons below the gap carry energy that the cell doesn't absorb.

```lean
/-- A positive gap maximises the ultimate efficiency over all positive gaps exactly when it
satisfies the balance equation `flux x = x³/(exp x - 1)`. -/
theorem efficiency_max_iff {x : ℝ} (hx : 0 < x) :
    (∀ y : ℝ, 0 < y → efficiency y ≤ efficiency x) ↔
      flux x = x ^ 3 / (Real.exp x - 1) := by
  obtain ⟨m, hm2, _, hm⟩ := optimal_gap
  have hP := (power_bounds hx).1
  rw [(hm x hx).1]
  constructor
  · intro h
    by_contra hne
    have h1 := (div_le_div_iff_of_pos_right hP).1 (h m (by linarith))
    exact not_lt_of_ge h1 ((hm x hx).2 hne)
  · intro h y hy
    refine (div_le_div_iff_of_pos_right hP).2 ?_
    rw [h]
    by_cases hym : y = m
    · rw [hym]
    · exact ((hm y hy).2 hym).le

end

end UltimateSolarEfficiency
```

Dividing by $P>0$ preserves order, so a positive gap maximises the efficiency over all positive gaps exactly when $I(x)=x^3/(e^x-1)$. A band gap from an electronic-structure calculation can be compared with this optimum as a first screen, within a model that has a blackbody source and no recombination.

Keeping the gap energy $E_g$ and the temperature $T_s$ as separate variables would put the optimum at $E_g=m\,k_BT_s$. The proportionality to temperature would then be visible in the statement, at the cost of a change of variable in the integrals.

```lean
#print axioms UltimateSolarEfficiency.efficiency_max_iff
```

```
'UltimateSolarEfficiency.efficiency_max_iff' depends on axioms: [propext, Classical.choice, Quot.sound]
```
